# The triplet RPA matrix of the Hubbard dimer is real-diagonalisable exactly for $U<2t$ when $t>0$

## The dimer and its particle-hole matrix

The Hubbard dimer has two sites, hopping $t$ and on-site interaction $U$, both real energies, with $\hbar=1$. At half filling the reference taken here is the restricted Hartree–Fock solution that doubly occupies the bonding orbital, which for $t>0$ lies $2t$ below the antibonding one, so there is a single spatial particle-hole pair. Throughout, RPA means the random-phase approximation with exchange, that is, time-dependent Hartree–Fock. A mode has a forward amplitude $X$ and a backward amplitude $Y$, and $\mathbb 1$ is the identity matrix. Rows and columns are numbered $0$ and $1$, as Lean numbers them.

```lean
import Mathlib

open Matrix

namespace TripletRPAInstability

noncomputable section

variable {n : Type*} [Fintype n] [DecidableEq n]
```

The type `n` is an arbitrary finite index set, used by the statements that hold in any dimension.

```lean
/-- The real RPA matrix `[[A, B], [-B, -A]]` of a single particle-hole pair. -/
def rpa (A B : ℝ) : Matrix (Fin 2) (Fin 2) ℝ := !![A, B; -B, -A]
```

`Matrix (Fin 2) (Fin 2) ℝ` is the type of real $2\times2$ matrices, and `!![A, B; -B, -A]` lists the rows, separated by a semicolon:
$$M=\begin{pmatrix}A&B\\-B&-A\end{pmatrix}.$$
The RPA equation is $M\,(X,Y)^{T}=\Omega\,(X,Y)^{T}$ with frequency $\Omega$. The number $A$ is the energy of the pair including its interaction, and $B$ couples forward to backward amplitudes.

```lean
/-- The triplet RPA matrix of the Hubbard dimer, with `A = 2t - U/2` and `B = -U/2`. -/
def tripletRPA (t U : ℝ) : Matrix (Fin 2) (Fin 2) ℝ := rpa (2 * t - U / 2) (-U / 2)
```

Here $A=2t-U/2$ and $B=-U/2$. These values stand for the triplet channel of RPA with exchange (time-dependent Hartree–Fock): $2t$ is the orbital gap, and $U/2$ is the value of both the Coulomb and the exchange integral between the two orbitals. They enter as a definition and are not derived from the Hamiltonian. Note that $A-B=2t$ and $A+B=2t-U$.

```lean
/-- `M` is diagonalisable over the reals: the columns of an invertible real matrix `P` are
eigenvectors of `M` with real eigenvalues `d`. -/
def RealDiagonalisable (M : Matrix n n ℝ) : Prop :=
  ∃ (P : Matrix n n ℝ) (d : n → ℝ), IsUnit P.det ∧ M * P = P * diagonal d
```

This defines a proposition about $M$: there exist (`∃`) a real matrix $P$ and real numbers $d_i$ such that $P$ is invertible and $MP=P\,\mathrm{diag}(d)$. For real numbers `IsUnit P.det` means $\det P\neq0$. Column $i$ of $P$ is an eigenvector with eigenvalue $d_i$, so the condition is a complete set of real modes with real frequencies. Neither orthogonality nor normalisation is required.

```lean
/-- The matrix with columns `(A + Ω, -B)` and `(-B, A + Ω)`. -/
def modes (A B Ω : ℝ) : Matrix (Fin 2) (Fin 2) ℝ := !![A + Ω, -B; -B, A + Ω]
```

The columns $(A+\Omega,-B)$ and $(-B,A+\Omega)$ are the unnormalised candidate modes. The first has $X^2-Y^2=(A+\Omega)^2-B^2$ and the second has the opposite value, so where this number is positive, division by its square root gives the RPA norms $+1$ and $-1$.

```lean
/-- The residue matrix `(1 + M/Ω)/2` attached to the frequency `Ω`. -/
def residue (M : Matrix n n ℝ) (Ω : ℝ) : Matrix n n ℝ := (1 / 2 : ℝ) • (1 + Ω⁻¹ • M)
```

The symbol `•` multiplies a matrix by a number, and `1` is $\mathbb 1$, so $R(\Omega)=\tfrac12(\mathbb 1+M/\Omega)$. Lean sets $0^{-1}=0$, which makes $R(0)=\tfrac12\mathbb 1$ a meaningless value, and the residue is used only at $\Omega\neq0$.

## Eigenvalues of a matrix with scalar square

```lean
/-- If `M² = c` and an invertible `P` diagonalises `M` with eigenvalues `d`, then every
eigenvalue squares to `c`. -/
theorem eigenvalue_sq {M P : Matrix n n ℝ} {c : ℝ} {d : n → ℝ}
    (hM : M * M = c • (1 : Matrix n n ℝ)) (hP : IsUnit P.det)
    (hd : M * P = P * diagonal d) (i : n) : d i ^ 2 = c := by
  have h1 : P * (diagonal d * diagonal d) = P * (c • (1 : Matrix n n ℝ)) := by
    calc P * (diagonal d * diagonal d) = (M * P) * diagonal d := by rw [hd, mul_assoc]
      _ = M * (M * P) := by rw [mul_assoc, ← hd]
      _ = P * (c • (1 : Matrix n n ℝ)) := by rw [← mul_assoc, hM]; simp
  -- cancel the invertible eigenvector matrix
  have h2 := ((Matrix.isUnit_iff_isUnit_det P).mpr hP).mul_left_cancel h1
  have h3 := congrFun (congrFun h2 i) i
  rw [sq]
  simpa [diagonal_mul_diagonal] using h3
```

The names `hM`, `hP`, `hd` label hypotheses, and the claim follows the last colon: if $M^2=c\,\mathbb 1$ for a real $c$, and an invertible $P$ diagonalises $M$, then $d_i^2=c$ for every $i$. With $D=\mathrm{diag}(d)$,
$$PD^2=(MP)D=M(PD)=M(MP)=M^2P=P\,(c\,\mathbb 1).$$
The `calc` block is this chain. Then `mul_left_cancel` removes $P$, leaving $D^2=c\,\mathbb 1$, and `congrFun` applied twice reads off the entry $(i,i)$.

```lean
/-- The RPA matrix squares to `A² - B²` times the identity. -/
theorem rpa_sq (A B : ℝ) :
    rpa A B * rpa A B = (A ^ 2 - B ^ 2) • (1 : Matrix (Fin 2) (Fin 2) ℝ) := by
  ext i j
  fin_cases i <;> fin_cases j <;> simp [rpa, Matrix.mul_apply, Fin.sum_univ_succ] <;> ring
```

Multiplying out,
$$M^2=\begin{pmatrix}A^2-B^2&AB-BA\\-BA+AB&-B^2+A^2\end{pmatrix}=(A^2-B^2)\,\mathbb 1 .$$
In Lean, `ext i j` reduces the matrix equation to entries, `fin_cases` runs through the four index pairs, `simp` expands the row-times-column sums and `ring` closes the polynomial identities.

## Modes and the criterion $B^2<A^2$

```lean
/-- For `Ω² = A² - B²` the RPA matrix multiplies the columns of `modes` by `Ω` and `-Ω`, and
the determinant of `modes` is `2Ω(Ω + A)`. -/
theorem rpa_modes {A B Ω : ℝ} (h : Ω ^ 2 = A ^ 2 - B ^ 2) :
    rpa A B * modes A B Ω = modes A B Ω * diagonal ![Ω, -Ω] ∧
      (modes A B Ω).det = 2 * Ω * (Ω + A) := by
  constructor
  · ext i j
    rw [Matrix.mul_diagonal]
    fin_cases i <;> fin_cases j <;>
      simp [rpa, modes, Matrix.mul_apply, Fin.sum_univ_two] <;>
      linarith [h]
  · rw [modes, Matrix.det_fin_two_of]
    linear_combination -h
```

Assume $\Omega^2=A^2-B^2$, with either sign of $\Omega$. On the first column, $M$ gives the components
$$A(A+\Omega)-B^2=\Omega(A+\Omega),\qquad -B(A+\Omega)+AB=\Omega(-B).$$
On the second column it gives
$$-AB+B(A+\Omega)=-\Omega(-B),\qquad B^2-A(A+\Omega)=-\Omega(A+\Omega).$$
The columns are therefore multiplied by $\Omega$ and $-\Omega$, which `diagonal ![Ω, -Ω]` expresses. The determinant is $(A+\Omega)^2-B^2=2A\Omega+2\Omega^2=2\Omega(\Omega+A)$, the same number that normalises the modes. The lemma does not claim that it is nonzero. The tactics `linarith [h]` and `linear_combination -h` substitute the hypothesis into the entry equations and into the determinant.

```lean
/-- The RPA matrix is diagonalisable over the reals exactly when `B² < A²` or `A = B = 0`. -/
theorem rpa_realDiagonalisable_iff (A B : ℝ) :
    RealDiagonalisable (rpa A B) ↔ B ^ 2 < A ^ 2 ∨ (A = 0 ∧ B = 0) := by
  constructor
  · rintro ⟨P, d, hP, hd⟩
    have h := eigenvalue_sq (rpa_sq A B) hP hd
    have hle : B ^ 2 ≤ A ^ 2 := by
      have := h 0
      nlinarith [sq_nonneg (d 0)]
    rcases hle.lt_or_eq with hlt | heq
    · exact Or.inl hlt
    · -- all eigenvalues vanish, so a diagonalisable matrix must be zero
      right
      have hd0 : d = fun _ => 0 := by
        funext i
        have h0 : d i ^ 2 = 0 := by linarith [h i]
        simpa using h0
      have hM0 : rpa A B = 0 :=
        ((Matrix.isUnit_iff_isUnit_det P).mpr hP).mul_right_cancel (by rw [hd, hd0]; simp)
      exact ⟨by simpa [rpa] using congrFun (congrFun hM0 0) 0,
        by simpa [rpa] using congrFun (congrFun hM0 0) 1⟩
  · rintro (hlt | ⟨rfl, rfl⟩)
    · have hpos : 0 < A ^ 2 - B ^ 2 := by linarith
      have hs : Real.sqrt (A ^ 2 - B ^ 2) ^ 2 = A ^ 2 - B ^ 2 := Real.sq_sqrt hpos.le
      have hs0 : 0 < Real.sqrt (A ^ 2 - B ^ 2) := Real.sqrt_pos.mpr hpos
      -- choose the root with the sign of `A`, so that the two modes are independent
      obtain ⟨Ω, hΩ, hA⟩ : ∃ Ω : ℝ, Ω ^ 2 = A ^ 2 - B ^ 2 ∧ 0 ≤ Ω * A := by
        rcases le_total 0 A with hA | hA
        · exact ⟨_, hs, mul_nonneg hs0.le hA⟩
        · exact ⟨-Real.sqrt (A ^ 2 - B ^ 2), by rw [neg_sq, hs],
            mul_nonneg_of_nonpos_of_nonpos (by linarith) hA⟩
      obtain ⟨h1, h2⟩ := rpa_modes hΩ
      refine ⟨modes A B Ω, _, ?_, h1⟩
      rw [h2, isUnit_iff_ne_zero]
      have : 0 < 2 * Ω * (Ω + A) := by nlinarith
      exact this.ne'
    · refine ⟨1, fun _ => 0, by simp, ?_⟩
      ext i j
      fin_cases i <;> fin_cases j <;> simp [rpa]
```

The symbol `↔` means "if and only if" and `∨` means "or": $M$ is real-diagonalisable exactly when $B^2<A^2$ or $A=B=0$. The tactic `constructor` splits the two directions.

Suppose first that $P$ and $d$ exist. The lemmas `eigenvalue_sq` and `rpa_sq` give $d_i^2=A^2-B^2$, and $d_0^2\ge0$ yields $B^2\le A^2$, which is `hle`. A strict inequality is the first alternative. Equality forces $d_0=d_1=0$ (`hd0`), so $MP=0$, and cancelling $P$ on the right gives $M=0$ (`hM0`). The entries $M_{00}$ and $M_{01}$ then say $A=0$ and $B=0$.

Conversely, let $B^2<A^2$ and choose $\Omega=\pm\sqrt{A^2-B^2}$ with the sign of $A$, so that $\Omega A\ge0$; `le_total 0 A` is this case split. Then $2\Omega(\Omega+A)=2\Omega^2+2\Omega A>0$, and `modes A B Ω` serves as $P$. The sign matters: for $B=0$, $A<0$ and the positive root, `modes` is the zero matrix. For $A=B=0$ the proof takes $P=\mathbb 1$ and $d=0$.

## The threshold $U=2t$

```lean
/-- For `t > 0` the dimer triplet RPA matrix squares to `4t² - 2tU`, is diagonalisable over
the reals exactly when `U < 2t`, and at `U = 2t` is nonzero with vanishing square. -/
theorem triplet_instability {t : ℝ} (ht : 0 < t) (U : ℝ) :
    tripletRPA t U * tripletRPA t U
        = (4 * t ^ 2 - 2 * t * U) • (1 : Matrix (Fin 2) (Fin 2) ℝ) ∧
      (RealDiagonalisable (tripletRPA t U) ↔ U < 2 * t) ∧
      (U = 2 * t → tripletRPA t U ≠ 0 ∧ tripletRPA t U * tripletRPA t U = 0) := by
  have hsq : tripletRPA t U * tripletRPA t U
      = (4 * t ^ 2 - 2 * t * U) • (1 : Matrix (Fin 2) (Fin 2) ℝ) := by
    have hc : (2 * t - U / 2) ^ 2 - (-U / 2) ^ 2 = 4 * t ^ 2 - 2 * t * U := by ring
    rw [tripletRPA, rpa_sq, hc]
  refine ⟨hsq, ?_, ?_⟩
  · rw [tripletRPA, rpa_realDiagonalisable_iff]
    constructor
    · rintro (h | ⟨h1, h2⟩)
      · by_contra hU
        have hU' : 0 ≤ U - 2 * t := by linarith [not_lt.mp hU]
        nlinarith [mul_nonneg ht.le hU']
      · linarith
    · intro h
      left
      nlinarith [mul_pos ht (sub_pos.mpr h)]
  · intro hU
    constructor
    · intro h0
      have h1 : 2 * t - U / 2 = 0 := congrFun (congrFun h0 0) 0
      linarith
    · have hc : 4 * t ^ 2 - 2 * t * U = 0 := by rw [hU]; ring
      rw [hsq, hc, zero_smul]
```

For $t>0$ and any real $U$, let $M$ be the dimer matrix. Three claims are joined by `∧`: $M^2=(4t^2-2tU)\,\mathbb 1$; $M$ is real-diagonalisable if and only if $U<2t$; and $U=2t$ implies $M\neq0$ and $M^2=0$.

The first is $A^2-B^2=(A-B)(A+B)=2t(2t-U)$, checked by `ring`. For the second, the criterion $B^2<A^2$ reads $2t(2t-U)>0$, which for $t>0$ is $U<2t$. The tactic `nlinarith` is handed the product of $t$ with $U-2t$, or with $2t-U$, together with its sign. The other alternative, $A=B=0$, would give $U=0$ and then $t=0$, which `linarith` rejects. At $U=2t$,
$$M=t\begin{pmatrix}1&-1\\1&-1\end{pmatrix},$$
the entry $M_{00}=t$ is nonzero, and the scalar $4t^2-2tU$ vanishes.

The hypothesis $t>0$ carries the second and third claims. At $t=0$, $U=-1$ the inequality $U<2t$ holds, yet $A=B=\tfrac12$ fails the criterion: $M=\tfrac12\begin{pmatrix}1&1\\-1&-1\end{pmatrix}$ is nonzero with $M^2=0$. At $t=U=0$ the equality $U=2t$ holds, but $M$ is the zero matrix, which is diagonal.

In this half-filled two-site model with one particle-hole pair, the triplet excitation energy $\sqrt{2t(2t-U)}$ of time-dependent Hartree–Fock falls to zero at $U=2t$ and no real frequency remains beyond it, the signal that electronic-structure work reads as a triplet instability of the restricted reference. The theorem concerns the matrix alone: the energy of spin-polarised states and the imaginary frequencies $\pm i\sqrt{2tU-4t^2}$ for $U>2t$ belong to the physical reading and appear in no statement of the file.

## The resolvent and its poles

```lean
/-- If `M² = c` and `ω² ≠ c`, then `(ω + M)/(ω² - c)` is a right inverse of `ω - M`. -/
theorem resolvent {M : Matrix n n ℝ} {c ω : ℝ} (hM : M * M = c • (1 : Matrix n n ℝ))
    (hω : ω ^ 2 ≠ c) :
    (ω • (1 : Matrix n n ℝ) - M) * ((ω ^ 2 - c)⁻¹ • (ω • (1 : Matrix n n ℝ) + M)) = 1 := by
  have h : (ω • (1 : Matrix n n ℝ) - M) * (ω • (1 : Matrix n n ℝ) + M)
      = (ω ^ 2 - c) • (1 : Matrix n n ℝ) := by
    simp only [sub_mul, mul_add, smul_mul_assoc, mul_smul_comm, one_mul, mul_one, hM]
    module
  rw [mul_smul_comm, h, smul_smul, inv_mul_cancel₀ (sub_ne_zero.mpr hω), one_smul]
```

In any finite dimension, if $M^2=c\,\mathbb 1$ and the real frequency $\omega$ has $\omega^2\neq c$, then
$$(\omega\mathbb 1-M)\,\frac{\omega\mathbb 1+M}{\omega^2-c}=\mathbb 1 .$$
The cross terms cancel in $(\omega\mathbb 1-M)(\omega\mathbb 1+M)=\omega^2\mathbb 1+\omega M-\omega M-M^2=(\omega^2-c)\,\mathbb 1$. In Lean, `simp only` distributes the product and inserts `hM`, `module` collects coefficients, and `inv_mul_cancel₀` performs the division. The statement is a right inverse, which for a square matrix is the inverse. The frequency is real, with no infinitesimal imaginary shift, so retarded and time-ordered functions are not distinguished. For the RPA matrix, with $\sigma=\mathrm{diag}(1,-1)$, the particle-hole response matrix is $(\omega\mathbb 1-M)^{-1}\sigma$ up to convention, and the theorems treat the factor $(\omega\mathbb 1-M)^{-1}$.

```lean
/-- If `M² = Ω²` with `Ω ≠ 0`, the residue at `Ω` is idempotent, and for `ω ≠ ±Ω` the sum
`R(Ω)/(ω - Ω) + R(-Ω)/(ω + Ω)` is a right inverse of `ω - M`. -/
theorem lehmann_form {M : Matrix n n ℝ} {Ω : ℝ} (hM : M * M = Ω ^ 2 • (1 : Matrix n n ℝ))
    (hΩ : Ω ≠ 0) :
    residue M Ω * residue M Ω = residue M Ω ∧
      ∀ ω : ℝ, ω ≠ Ω → ω ≠ -Ω → (ω • (1 : Matrix n n ℝ) - M) *
        ((ω - Ω)⁻¹ • residue M Ω + (ω + Ω)⁻¹ • residue M (-Ω)) = 1 := by
  constructor
  · simp only [residue, add_mul, mul_add, smul_mul_assoc, mul_smul_comm, one_mul, mul_one, hM]
    match_scalars <;> field_simp <;> ring
  · intro ω h1 h2
    have h1' : ω - Ω ≠ 0 := sub_ne_zero.mpr h1
    have h2' : ω + Ω ≠ 0 := fun h => h2 (by linarith)
    have hf : ω ^ 2 - Ω ^ 2 = (ω - Ω) * (ω + Ω) := by ring
    have hω : ω ^ 2 ≠ Ω ^ 2 := by
      rw [← sub_ne_zero, hf]
      exact mul_ne_zero h1' h2'
    -- partial fractions of the resolvent
    have h : (ω - Ω)⁻¹ • residue M Ω + (ω + Ω)⁻¹ • residue M (-Ω)
        = (ω ^ 2 - Ω ^ 2)⁻¹ • (ω • (1 : Matrix n n ℝ) + M) := by
      rw [hf]
      simp only [residue]
      match_scalars <;> field_simp <;> ring
    rw [h, resolvent hM hω]
```

Now $c=\Omega^2$ with $\Omega\neq0$. The first claim is $R(\Omega)^2=R(\Omega)$:
$$\tfrac14\left(\mathbb 1+\frac{2M}{\Omega}+\frac{M^2}{\Omega^2}\right)=\tfrac14\left(2\,\mathbb 1+\frac{2M}{\Omega}\right)=R(\Omega).$$
Since $\Omega$ may have either sign, the same theorem applied at $-\Omega$ covers the other residue. The second claim is that for all (`∀`) $\omega\neq\pm\Omega$,
$$G(\omega)=\frac{R(\Omega)}{\omega-\Omega}+\frac{R(-\Omega)}{\omega+\Omega}$$
is a right inverse of $\omega\mathbb 1-M$. The coefficients of $\mathbb 1$ and of $M$ in $G$ are
$$\tfrac12\left[\frac1{\omega-\Omega}+\frac1{\omega+\Omega}\right]=\frac{\omega}{\omega^2-\Omega^2},\qquad \frac1{2\Omega}\left[\frac1{\omega-\Omega}-\frac1{\omega+\Omega}\right]=\frac1{\omega^2-\Omega^2},$$
so $G$ equals the expression of `resolvent`. The tactic `match_scalars` produces these two scalar equations, `field_simp` clears the denominators and `ring` finishes. This is a Lehmann form in the sense of a sum over simple poles. It comes from the algebra of $M$ and not from a sum over many-body eigenstates, and no positivity of spectral weights is stated.

```lean
/-- For `t > 0`, `U < 2t` and `Ω = √(4t² - 2tU)`, the sum `R(Ω)/(ω - Ω) + R(-Ω)/(ω + Ω)` is a
right inverse of `ω - M` for the triplet matrix `M` at every `ω ≠ ±Ω`. -/
theorem triplet_lehmann {t U Ω ω : ℝ} (ht : 0 < t) (hU : U < 2 * t)
    (hΩ : Ω = Real.sqrt (4 * t ^ 2 - 2 * t * U)) (h1 : ω ≠ Ω) (h2 : ω ≠ -Ω) :
    (ω • (1 : Matrix (Fin 2) (Fin 2) ℝ) - tripletRPA t U) *
      ((ω - Ω)⁻¹ • residue (tripletRPA t U) Ω
        + (ω + Ω)⁻¹ • residue (tripletRPA t U) (-Ω)) = 1 := by
  have hpos : 0 < 4 * t ^ 2 - 2 * t * U := by nlinarith [mul_pos ht (sub_pos.mpr hU)]
  have hsq : Ω ^ 2 = 4 * t ^ 2 - 2 * t * U := by rw [hΩ, Real.sq_sqrt hpos.le]
  have h0 : Ω ≠ 0 := by rw [hΩ]; exact (Real.sqrt_pos.mpr hpos).ne'
  exact (lehmann_form (by rw [hsq]; exact (triplet_instability ht U).1) h0).2 ω h1 h2
```

For the dimer with $t>0$, $U<2t$ and $\Omega=\sqrt{4t^2-2tU}$, the two-pole sum $G(\omega)$ is a right inverse of $\omega\mathbb 1-M$ at every real $\omega\neq\pm\Omega$. The proof shows $4t^2-2tU>0$ (`hpos`), hence $\Omega^2=4t^2-2tU$ (`hsq`) and $\Omega\neq0$ (`h0`). The suffix `.1` selects the first claim of `triplet_instability`, which supplies $M^2=\Omega^2\mathbb 1$, and `.2` selects the second claim of `lehmann_form`.

```lean
/-- For `t > 0`, `U = 2t` and `ω ≠ 0`, the triplet matrix `M` is nonzero and
`1/ω + M/ω²` is a right inverse of `ω - M`. -/
theorem triplet_double_pole {t ω : ℝ} (ht : 0 < t) (hω : ω ≠ 0) :
    tripletRPA t (2 * t) ≠ 0 ∧
      (ω • (1 : Matrix (Fin 2) (Fin 2) ℝ) - tripletRPA t (2 * t)) *
        (ω⁻¹ • (1 : Matrix (Fin 2) (Fin 2) ℝ) + (ω ^ 2)⁻¹ • tripletRPA t (2 * t)) = 1 := by
  obtain ⟨hne, hnil⟩ := (triplet_instability ht (2 * t)).2.2 rfl
  refine ⟨hne, ?_⟩
  have h := resolvent (c := 0) (ω := ω) (by rw [hnil, zero_smul]) (pow_ne_zero 2 hω)
  have hc : (ω ^ 2)⁻¹ * ω = ω⁻¹ := by field_simp
  rwa [sub_zero, smul_add, smul_smul, hc] at h
```

At $U=2t$ and $\omega\neq0$, the matrix $M$ is nonzero and $\mathbb 1/\omega+M/\omega^2$ is a right inverse of $\omega\mathbb 1-M$. Directly,
$$(\omega\mathbb 1-M)\left(\frac{\mathbb 1}{\omega}+\frac{M}{\omega^2}\right)=\mathbb 1+\frac{M}{\omega}-\frac{M}{\omega}-\frac{M^2}{\omega^2}=\mathbb 1 .$$
Lean takes `resolvent` at $c=0$ and uses $\omega/\omega^2=1/\omega$ (`hc`). Because $M\neq0$, the $1/\omega^2$ term is present: the two simple poles have merged into a double pole at zero frequency.

## The dimer at $t=1$, $U=3/2$

```lean
/-- The triplet matrix at `t = 1`, `U = 3/2` squares to `1²` times the identity and has a
nonzero off-diagonal entry. -/
theorem square_scalar_witness :
    tripletRPA 1 (3 / 2) * tripletRPA 1 (3 / 2)
        = (1 : ℝ) ^ 2 • (1 : Matrix (Fin 2) (Fin 2) ℝ) ∧
      tripletRPA 1 (3 / 2) 0 1 ≠ 0 := by
  constructor
  · rw [(triplet_instability one_pos (3 / 2)).1]
    norm_num
  · show (-(3 / 2) / 2 : ℝ) ≠ 0
    norm_num

end

end TripletRPAInstability
```

The theorem states that here $M^2=1^2\cdot\mathbb 1$ and $M_{01}\neq0$, so a matrix that is not a multiple of $\mathbb 1$ satisfies `hM` of `lehmann_form` with $\Omega=1$. The tactic `norm_num` does the arithmetic $4-3=1$ and $-\tfrac34\neq0$.

Written out, $A=\tfrac54$, $B=-\tfrac34$ and
$$M=\frac14\begin{pmatrix}5&-3\\3&-5\end{pmatrix},\qquad M^2=\frac1{16}\begin{pmatrix}25-9&-15+15\\15-15&-9+25\end{pmatrix}=\mathbb 1 .$$
The columns of `modes` are $(\tfrac94,\tfrac34)$ and $(\tfrac34,\tfrac94)$, with determinant $\tfrac{81}{16}-\tfrac9{16}=\tfrac92=2\cdot1\cdot\tfrac94$. Division by $\sqrt{9/2}$ gives $(X,Y)=(\tfrac{3\sqrt2}{4},\tfrac{\sqrt2}{4})\approx(1.061,\,0.354)$ at frequency $+1$, with $X^2-Y^2=1$, and the swapped vector at frequency $-1$, with norm $-1$. The residues are
$$R(1)=\frac18\begin{pmatrix}9&-3\\3&-1\end{pmatrix},\qquad R(-1)=\frac18\begin{pmatrix}-1&3\\-3&9\end{pmatrix}.$$
The first equals the column $(X,Y)^{T}$ times the row $(X,-Y)$, a projector that is not symmetric. At $\omega=0$ the pole sum is $-R(1)+R(-1)=-M$, and $(-M)(-M)=\mathbb 1$ confirms the inverse.

```lean
#print axioms TripletRPAInstability.rpa_realDiagonalisable_iff
-- 'TripletRPAInstability.rpa_realDiagonalisable_iff' depends on axioms: [propext, Classical.choice, Quot.sound]
#print axioms TripletRPAInstability.triplet_lehmann
-- 'TripletRPAInstability.triplet_lehmann' depends on axioms: [propext, Classical.choice, Quot.sound]
#print axioms TripletRPAInstability.triplet_double_pole
-- 'TripletRPAInstability.triplet_double_pole' depends on axioms: [propext, Classical.choice, Quot.sound]
```
